# Averages over subgroups H and K of a finite group commute exactly when HK = KH

## Subgroup averages and product sets

Let G be a finite group of symmetry operations, for instance the point group of a nonlinear molecule, and let H be a subgroup with |H| elements. The average over H is

e_H = (1/|H|) Σ_{h ∈ H} h.

When G acts linearly on a space of state vectors, e_H acts as the projector onto the vectors that every operation in H leaves unchanged, without even a change of sign or phase. For two subgroups H and K, the product e_H e_K symmetrizes first over K and then over H. Two questions arise: does the order matter, and when do the two steps together amount to symmetrizing over all of G?

For the averages as formal sums of group elements, both answers depend only on the product sets

HK = {hk : h ∈ H, k ∈ K} and KH = {kh : k ∈ K, h ∈ H}.

The averages commute exactly when HK = KH, and e_H e_K = e_G exactly when HK = G. The condition HK = KH is an equality of sets; individual elements h and k need not commute.

The averages are formal sums of group elements with rational coefficients. This group algebra is `MonoidAlgebra ℚ G` in Lean, where `MonoidAlgebra.of ℚ G g` is the group element g regarded as a member of the algebra. The average e_H is `avg H`, and `Nat.card H` is |H|.

```lean
import Mathlib

open scoped Pointwise

namespace SubgroupProjectors

noncomputable section

variable {G : Type*} [Group G] [Fintype G]

open scoped Classical in
/-- The subgroup projector `e_H`: the average of the elements of `H` in the rational
group algebra of the finite group `G`. -/
def avg (H : Subgroup G) : MonoidAlgebra ℚ G :=
  (Nat.card H : ℚ)⁻¹ • ∑ h : H, MonoidAlgebra.of ℚ G (h : G)
```

## Reading off coefficients with a function on the group

To compare two elements of the algebra, we evaluate functions on them. Let g act on a function f : G → ℚ by

(R(g)f)(x) = f(xg).

This is a representation, because

(R(g)R(h)f)(x) = (R(h)f)(xg) = f(xgh) = (R(gh)f)(x),

and it extends linearly from G to the whole algebra.

```lean
/-- The regular representation of the group algebra on functions on `G`, in which `g` sends
`f` to the function `x ↦ f (x * g)`. -/
def regular : MonoidAlgebra ℚ G →ₐ[ℚ] Module.End ℚ (G → ℚ) :=
  MonoidAlgebra.lift _ _ _
    ({ toFun := fun g =>
        { toFun := fun f x => f (x * g)
          map_add' := fun _ _ => rfl
          map_smul' := fun _ _ => rfl }
       map_one' := LinearMap.ext fun f => funext fun x => congrArg f (mul_one x)
       map_mul' := fun g h => LinearMap.ext fun f => funext fun x =>
        congrArg f (mul_assoc x g h).symm } : G →* Module.End ℚ (G → ℚ))
```

This is the right regular representation; many textbooks use the left one, with f(g⁻¹x). `MonoidAlgebra.lift` performs the linear extension.

Evaluating at the identity gives, for each f, a linear functional E_f on the algebra:

E_f(a) = (R(a)f)(1).

```lean
/-- The linear extension of a function `f` on the group to the group algebra, read off from
the regular representation at the identity. -/
def expect (f : G → ℚ) : MonoidAlgebra ℚ G →ₗ[ℚ] ℚ where
  toFun a := regular a f 1
  map_add' a b := by simp
  map_smul' c a := by simp
```

In Lean, E_f is `expect f`. Despite the name, it is not a quantum expectation value: for a = Σ_g a_g g it is the weighted sum Σ_g a_g f(g). On a single group element it returns the value of f there:

E_f(g) = f(1·g) = f(g).

```lean
omit [Fintype G] in
/-- On a group element the linear extension of `f` takes the value of `f`. -/
theorem expect_of (f : G → ℚ) (g : G) : expect f (MonoidAlgebra.of ℚ G g) = f g := by
  have h : regular (MonoidAlgebra.of ℚ G g) f 1 = f (1 * g) := by
    simp [regular]
  exact h.trans (congrArg f (one_mul g))
```

## Linear maps evaluated on an average

Suppose that a linear map φ from the algebra to a rational vector space takes the same value m on every h in H. Then

φ(e_H) = (1/|H|) Σ_{h ∈ H} φ(h) = (1/|H|) · |H| · m = m.

```lean
/-- A linear map that takes one and the same value on all elements of `H` takes that value
on the projector `e_H`. -/
theorem map_avg {M : Type*} [AddCommGroup M] [Module ℚ M]
    (φ : MonoidAlgebra ℚ G →ₗ[ℚ] M) (H : Subgroup G) (m : M)
    (hm : ∀ h ∈ H, φ (MonoidAlgebra.of ℚ G h) = m) : φ (avg H) = m := by
  classical
  have hc : (Nat.card H : ℚ) ≠ 0 := Nat.cast_ne_zero.mpr Nat.card_pos.ne'
  rw [avg, map_smul, map_sum, Finset.sum_congr rfl (fun (h : H) _ => hm (h : G) h.2),
    Finset.sum_const, Finset.card_univ, ← Nat.card_eq_fintype_card,
    ← Nat.cast_smul_eq_nsmul ℚ, smul_smul, inv_mul_cancel₀ hc, one_smul]
```

The rewriting follows this line from left to right: linearity, a constant sum, and cancellation of |H|, which is nonzero because H contains the identity.

Now let φ take rational values with φ(h) ≥ 0 for all h in H. Then

φ(e_H) = (1/|H|) Σ_{h ∈ H} φ(h) ≥ 0,

and if φ(e_H) = 0, every term of the sum is zero, since nonnegative terms cannot cancel.

```lean
/-- A linear functional that is nonnegative on `H` is nonnegative on `e_H`, and if it vanishes
on `e_H` it vanishes on every element of `H`. -/
theorem avg_nonneg (φ : MonoidAlgebra ℚ G →ₗ[ℚ] ℚ) (H : Subgroup G)
    (h0 : ∀ h ∈ H, 0 ≤ φ (MonoidAlgebra.of ℚ G h)) :
    0 ≤ φ (avg H) ∧ (φ (avg H) = 0 → ∀ h ∈ H, φ (MonoidAlgebra.of ℚ G h) = 0) := by
  classical
  have hc : (0 : ℚ) < (Nat.card H : ℚ)⁻¹ := inv_pos.mpr (Nat.cast_pos.mpr Nat.card_pos)
  rw [avg, map_smul, map_sum, smul_eq_mul]
  refine ⟨mul_nonneg hc.le (Finset.sum_nonneg fun (a : H) _ => h0 (a : G) a.2),
    fun hz h hh => ?_⟩
  exact (Finset.sum_eq_zero_iff_of_nonneg fun (a : H) _ => h0 (a : G) a.2).mp
    ((mul_eq_zero.mp hz).resolve_left hc.ne') ⟨h, hh⟩ (Finset.mem_univ _)
```

## Absorption of group elements

For g in H, the map h ↦ gh permutes the elements of H, so

g e_H = (1/|H|) Σ_{h ∈ H} gh = e_H.

The map h ↦ hg gives e_H g = e_H in the same way.

```lean
/-- The projector `e_H` absorbs every element of `H`, from the left and from the right. -/
theorem avg_absorbs (H : Subgroup G) {g : G} (hg : g ∈ H) :
    MonoidAlgebra.of ℚ G g * avg H = avg H ∧ avg H * MonoidAlgebra.of ℚ G g = avg H := by
  classical
  constructor
  · rw [avg, mul_smul_comm, Finset.mul_sum]
    congr 1
    exact Fintype.sum_equiv (Equiv.mulLeft (⟨g, hg⟩ : H)) _ _
      (fun h => (map_mul (MonoidAlgebra.of ℚ G) g (h : G)).symm)
  · rw [avg, smul_mul_assoc, Finset.sum_mul]
    congr 1
    exact Fintype.sum_equiv (Equiv.mulRight (⟨g, hg⟩ : H)) _ _
      (fun h => (map_mul (MonoidAlgebra.of ℚ G) (h : G) g).symm)
```

The permutations are `Equiv.mulLeft` and `Equiv.mulRight`, and `Fintype.sum_equiv` relabels the sum with them.

If H is contained in L, each h in H satisfies h e_L = e_L. The linear map a ↦ a e_L is therefore constant on H, and its value on e_H is that constant:

e_H e_L = e_L.

Multiplication from the other side gives e_L e_H = e_L.

```lean
/-- If `H` is contained in `L`, then `e_H e_L = e_L = e_L e_H`. -/
theorem avg_mul_avg_of_le {H L : Subgroup G} (hHL : H ≤ L) :
    avg H * avg L = avg L ∧ avg L * avg H = avg L :=
  ⟨map_avg (LinearMap.mulRight ℚ (avg L)) H _ fun _ hh => (avg_absorbs L (hHL hh)).1,
    map_avg (LinearMap.mulLeft ℚ (avg L)) H _ fun _ hh => (avg_absorbs L (hHL hh)).2⟩
```

The case H = L reads e_H e_H = e_H, which is what makes e_H a projector.

## Equal products have equal product sets

Written out, the product of two averages is

e_H e_K = (1/(|H||K|)) Σ_{h ∈ H} Σ_{k ∈ K} hk.

All weights are positive, so exactly the elements of HK occur in it. Suppose that e_H e_K = e_H' e_K' for two further subgroups H' and K'. Let f be 0 on H'K' and 1 elsewhere. Every product h'k' has f(h'k') = 0, hence

0 = E_f(e_H' e_K') = E_f(e_H e_K) = (1/(|H||K|)) Σ_{h ∈ H} Σ_{k ∈ K} f(hk).

The terms are nonnegative, so each f(hk) is 0, and each hk lies in H'K'. Thus HK ⊆ H'K'.

```lean
/-- If `e_H e_K = e_H' e_K'`, then the product set `HK` is contained in `H'K'`. -/
theorem mul_subset_of_avg_eq {H K H' K' : Subgroup G}
    (e : avg H * avg K = avg H' * avg K') :
    (H : Set G) * (K : Set G) ⊆ (H' : Set G) * (K' : Set G) := by
  classical
  -- test both sides with the indicator of the complement of `H'K'`
  let f : G → ℚ := fun x => if x ∈ (H' : Set G) * (K' : Set G) then 0 else 1
  have hf : ∀ x, 0 ≤ f x := fun x => by
    dsimp only [f]
    split_ifs <;> norm_num
  have hp : ∀ a b : G,
      expect f (MonoidAlgebra.of ℚ G a * MonoidAlgebra.of ℚ G b) = f (a * b) := fun a b => by
    rw [← map_mul (MonoidAlgebra.of ℚ G), expect_of]
  have h0 : expect f (avg H * avg K) = 0 := by
    rw [e]
    refine map_avg (expect f ∘ₗ LinearMap.mulRight ℚ (avg K')) H' 0 fun h hh => ?_
    refine map_avg (expect f ∘ₗ LinearMap.mulLeft ℚ (MonoidAlgebra.of ℚ G h)) K' 0
      fun k hk => ?_
    exact (hp h k).trans (if_pos ⟨h, hh, k, hk, rfl⟩)
  have hn : ∀ a : G, ∀ k ∈ K, 0 ≤ (expect f ∘ₗ
      LinearMap.mulLeft ℚ (MonoidAlgebra.of ℚ G a)) (MonoidAlgebra.of ℚ G k) :=
    fun a k _ => (hf (a * k)).trans_eq (hp a k).symm
  rintro x ⟨h, hh, k, hk, rfl⟩
  by_contra hx
  -- all weights are positive, so `f` vanishes at each product `h k`
  have h1 := (avg_nonneg (expect f ∘ₗ LinearMap.mulRight ℚ (avg K)) H
    fun a _ => (avg_nonneg _ K (hn a)).1).2 h0 h hh
  have h2 := (avg_nonneg _ K (hn h)).2 h1 k hk
  have h3 : f (h * k) = 1 := if_neg hx
  exact one_ne_zero (h3.symm.trans ((hp h k).symm.trans h2))
```

Lean treats the double sum one factor at a time. The fact `h0` is E_f(e_H e_K) = 0, obtained by applying `map_avg` once for H' and once for K'. Then `avg_nonneg` for H gives E_f(h e_K) = 0 for each h, and `avg_nonneg` for K gives E_f(hk) = 0. If hk were outside H'K', f(hk) would be 1, which is the contradiction at the end.

## When the product is again a subgroup average

Let L be a subgroup. The claim is that e_H e_K = e_L exactly when HK = L.

Suppose first that e_H e_K = e_L. Since e_L = e_L e_L, the previous step, used in both directions, gives HK = LL = L.

Conversely, suppose that HK = L. Taking k = 1 or h = 1 shows that H and K are contained in L. Any l in L can be written as l = hk, and absorption gives

e_H l e_K = (e_H h)(k e_K) = e_H e_K.

The right-hand side does not depend on l, so averaging over L yields

e_H e_L e_K = e_H e_K.

On the left, e_H e_L = e_L and then e_L e_K = e_L. Hence e_H e_K = e_L.

```lean
/-- The product `e_H e_K` is the projector of a subgroup `L` exactly when the product set
`HK` is `L`. -/
theorem avg_mul_avg_eq_avg_iff (H K L : Subgroup G) :
    avg H * avg K = avg L ↔ (H : Set G) * (K : Set G) = (L : Set G) := by
  constructor
  · intro e
    have e' : avg H * avg K = avg L * avg L := e.trans (avg_mul_avg_of_le le_rfl).1.symm
    apply Set.Subset.antisymm
    · intro x hx
      obtain ⟨a, ha, b, hb, rfl⟩ := mul_subset_of_avg_eq e' hx
      exact L.mul_mem ha hb
    · intro x hx
      exact mul_subset_of_avg_eq e'.symm ⟨x, hx, 1, L.one_mem, mul_one x⟩
  · intro e
    have hH : H ≤ L := fun h hh => by
      have : h ∈ (L : Set G) := e ▸ ⟨h, hh, 1, K.one_mem, mul_one h⟩
      exact this
    have hK : K ≤ L := fun k hk => by
      have : k ∈ (L : Set G) := e ▸ ⟨1, H.one_mem, k, hk, one_mul k⟩
      exact this
    -- every `l = h k` is absorbed between the two projectors
    have key : avg H * avg L * avg K = avg H * avg K := by
      refine map_avg (LinearMap.mulRight ℚ (avg K) ∘ₗ LinearMap.mulLeft ℚ (avg H)) L _
        fun l hl => ?_
      have hl' : l ∈ (H : Set G) * (K : Set G) := e.symm ▸ hl
      obtain ⟨h, hh, k, hk, rfl⟩ := hl'
      change avg H * MonoidAlgebra.of ℚ G (h * k) * avg K = avg H * avg K
      rw [map_mul, ← mul_assoc, (avg_absorbs H hh).2, mul_assoc, (avg_absorbs K hk).1]
    rw [← key, (avg_mul_avg_of_le hH).1, (avg_mul_avg_of_le hK).2]
```

In the statement, `(H : Set G) * (K : Set G)` is the pointwise product of the underlying sets, that is, HK. The averaged identity is `key`, and the last line absorbs e_H and e_K into e_L.

## When the order of symmetrization does not matter

If e_H e_K = e_K e_H, comparing product sets in both directions gives HK = KH.

Conversely, let HK = KH, and call this set L. It contains 1 = 1·1. For a, c in H and b, d in K, the element bc lies in KH = HK, so bc = pq with p in H and q in K, and

(ab)(cd) = a(bc)d = a(pq)d = (ap)(qd) ∈ HK.

For inverses,

(ab)⁻¹ = b⁻¹a⁻¹ ∈ KH = HK.

So L is a subgroup. Since HK = L and KH = L, the previous result gives e_H e_K = e_L = e_K e_H.

```lean
/-- Two subgroup projectors commute exactly when the product sets `HK` and `KH` coincide. -/
theorem avg_commute_iff (H K : Subgroup G) :
    avg H * avg K = avg K * avg H ↔
      (H : Set G) * (K : Set G) = (K : Set G) * (H : Set G) := by
  refine ⟨fun e => Set.Subset.antisymm (mul_subset_of_avg_eq e)
    (mul_subset_of_avg_eq e.symm), fun e => ?_⟩
  -- the common product set is a subgroup, and both products are its projector
  let L : Subgroup G :=
    { carrier := (H : Set G) * (K : Set G)
      one_mem' := ⟨1, H.one_mem, 1, K.one_mem, mul_one 1⟩
      mul_mem' := by
        rintro _ _ ⟨a, ha, b, hb, rfl⟩ ⟨c, hc, d, hd, rfl⟩
        have hbc : b * c ∈ (H : Set G) * (K : Set G) := e.symm ▸ ⟨b, hb, c, hc, rfl⟩
        obtain ⟨p, hp, q, hq, hpq⟩ := hbc
        have hpq' : p * q = b * c := hpq
        refine ⟨a * p, H.mul_mem ha hp, q * d, K.mul_mem hq hd, ?_⟩
        change a * p * (q * d) = a * b * (c * d)
        calc a * p * (q * d) = a * (p * q) * d := by group
          _ = a * b * (c * d) := by rw [hpq']; group
      inv_mem' := by
        rintro _ ⟨a, ha, b, hb, rfl⟩
        have h : b⁻¹ * a⁻¹ ∈ (H : Set G) * (K : Set G) :=
          e.symm ▸ ⟨b⁻¹, K.inv_mem hb, a⁻¹, H.inv_mem ha, rfl⟩
        change (a * b)⁻¹ ∈ (H : Set G) * (K : Set G)
        rwa [mul_inv_rev] }
  exact ((avg_mul_avg_eq_avg_iff H K L).2 rfl).trans
    ((avg_mul_avg_eq_avg_iff K H L).2 e.symm).symm
```

The three fields `one_mem'`, `mul_mem'` and `inv_mem'` are the three checks above. The final expression applies `avg_mul_avg_eq_avg_iff` to each order of the factors and joins the two equalities.

## When two steps symmetrize over the whole group

Taking L = G in the criterion for subgroup averages gives

e_H e_K = e_G exactly when HK = G.

```lean
/-- The product `e_H e_K` is the projector `e_G` of the whole group exactly when every element
of `G` is a product `h k` with `h` in `H` and `k` in `K`. -/
theorem avg_mul_avg_eq_top_iff (H K : Subgroup G) :
    avg H * avg K = avg ⊤ ↔ (H : Set G) * (K : Set G) = Set.univ := by
  rw [avg_mul_avg_eq_avg_iff, Subgroup.coe_top]

end

end SubgroupProjectors
```

```lean
#print axioms SubgroupProjectors.avg_commute_iff
-- 'SubgroupProjectors.avg_commute_iff' depends on axioms: [propext, Classical.choice, Quot.sound]
#print axioms SubgroupProjectors.avg_mul_avg_eq_top_iff
-- 'SubgroupProjectors.avg_mul_avg_eq_top_iff' depends on axioms: [propext, Classical.choice, Quot.sound]
```

Here `⊤` is G regarded as a subgroup of itself, and `Set.univ` is the set of all its elements. The condition says that every symmetry operation factorizes as an operation of K followed by one of H.

## A subset that is not closed under multiplication

Let G = {1, c, c², c³} be the group of fourfold rotations, with c⁴ = 1. Take the subgroup H = {1, c²} and replace K by the subset B = {1, c, c³}. This subset contains the identity and the inverses of its elements, but it is not closed under multiplication, because c·c = c² is missing. The product set HB is all of G, yet the product of the averages is

(1/2)(1 + c²) · (1/3)(1 + c + c³) = (1/6)(1 + 2c + c² + 2c³),

whereas e_G = (1/4)(1 + c + c² + c³). Without closure of the second factor under multiplication, a product set equal to G does not guarantee a uniform average, even when the first factor is a subgroup.

## From the group algebra to states

The theorems compare elements of the group algebra, while a calculation uses the operators that represent them on a particular space of states. The passage to those operators is not formalized here. An equality such as e_H e_K = e_G carries over to every linear representation of G, by replacing each group element with its operator. The converse can fail there: in the trivial representation every average acts as the number 1, so all of them commute, whatever the product sets are.

In electronic-structure work, for a finite group acting linearly, HK = G therefore ensures that averaging a trial wavefunction or a charge density over K and then over H gives its full average over G. The average over a subgroup selects only the part that is totally symmetric under that subgroup; projectors onto other irreducible representations carry characters or matrix elements as weights and need a separate treatment, as do compact continuous groups, where an integral replaces the sum.
